# A positive constant added to the interaction kernel is not screened and moves Koopmans screening coefficients towards one

## Two runs, one orbital, two screening coefficients

Two linear-response runs on the same orbital density give me screening coefficients of 2/3 and 5/6. I have been tightening the convergence of the response for days, and neither number moves. The only difference I can find is that the second run has a positive constant added to every entry of its bare interaction kernel, because the two runs fix the average of the potential differently. But a constant potential induces no density, so shouldn't that constant drop out? If it doesn't, which way does it push the coefficient?

## The constant survives in both self-interactions

It drops out of the response, but not out of the coefficient. If the orbital's bare self-interaction is positive and larger than its screened one, a positive constant raises the coefficient. Your two numbers can therefore both be converged.

Take a finite grid with points $i$. Let $K$ be the bare interaction kernel and $X$ the independent-particle response, both real matrices, and let $n$ be the density, with $n_i$ the charge at point $i$ and $q=\sum_i n_i$ the total charge. Write $\mathbf 1$ for the vector of ones, $I$ for the identity matrix and $J$ for the matrix of ones. Three conditions are assumed:

- $X$ is symmetric, as a static density response is.
- $X\mathbf 1=0$: at fixed particle number, a constant potential moves no charge.
- $I-KX$ is invertible: the self-consistent response to a perturbation exists and is unique.

The screened kernel is $W=(I-KX)^{-1}K$. Multiplying by $I-KX$ gives $(I-KX)W=K$, which is the Dyson equation $W=K+KXW$.

Now replace $K$ by $K_c=K+cJ$, with $X$ held fixed. The rows of $X$ sum to zero, so $XJ=0$. By symmetry its columns do too, so $JX=0$. Hence
$$K_cX=KX+cJX=KX,$$
and the matrix to be inverted has not changed. Moreover
$$(I-KX)J=J-K(XJ)=J,\qquad\text{so}\qquad (I-KX)^{-1}J=J.$$
The new screened kernel is therefore
$$W_c=(I-KX)^{-1}(K+cJ)=W+cJ.$$
The constant comes through unscreened.

Let $a=\langle n,Wn\rangle$ and $b=\langle n,Kn\rangle$ be the screened and bare self-interactions. Since $\langle n,Jn\rangle=q^2$, both grow by $cq^2$, and the screening coefficient becomes
$$\alpha(c)=\frac{a+cq^2}{b+cq^2}.$$
For $c<d$ with both denominators positive, putting the difference over a common denominator gives
$$\alpha(d)-\alpha(c)=\frac{(b-a)(d-c)\,q^2}{(b+cq^2)(b+dq^2)}.$$
This is positive when $a<b$ and $q\neq0$. The screening need not be strong, and $a$ need not be positive.

For unit charge, $b>0$ and $c>0$, the same formula gives
$$\alpha(c)-\alpha(0)=\frac{(b-a)\,c}{b(b+c)},$$
so the coefficient rises exactly when $a<b$. Finally, for any $q\ne0$,
$$\alpha(c)=1+\frac{a-b}{b+cq^2}\longrightarrow 1\qquad(c\to\infty).$$

## Your two numbers on two sites

Take $K=I$ and a response that moves charge between two sites:
$$X=\begin{pmatrix}-1&1\\1&-1\end{pmatrix},\qquad I-KX=\begin{pmatrix}2&-1\\-1&2\end{pmatrix},\qquad W=\frac13\begin{pmatrix}2&1\\1&2\end{pmatrix}.$$
A unit charge on the first site has $b=1$ and $a=2/3$, so $\alpha(0)=2/3$. With $c=1$ the self-interactions are $2$ and $5/3$, and $\alpha(1)=5/6$. With $c=9$ they are $10$ and $29/3$, and $\alpha(9)=29/30$.

The difference $b-a=1/3$ is the same each time. That suggests a test for your runs: if the kernels really differ by a constant alone, the bare minus the screened self-interaction should agree between them.

## What the Lean statements say

The grid is the finite index type `ι`. The kernel $K_c$ is `aligned K c`, the quadratic form $\langle n,An\rangle$ is `selfInteraction A n` (without a factor of one half), $W$ is `screened K X`, and the ratio is `screeningCoefficient K X n`. The three conditions are `hX : X.IsSymm`, `h1 : X *ᵥ 1 = 0` and `h : IsUnit (1 - K * X).det`. The symbol `1` is the vector of ones in `h1` and the identity matrix in `h`. Invertibility is required only for the unshifted kernel, and $K$ need not be symmetric.

The main theorem, `screeningCoefficient_strictMonoOn`, takes a density with nonzero charge (`hn`) and $a<b$ (`hlt`). It says that $c\mapsto\alpha(c)$ is strictly increasing on the set of all $c$, negative ones included, for which the shifted bare self-interaction is positive. That set is the half-line to the right of the pole at $c=-b/q^2$.

`unitCharge_lt_aligned_iff` is the equivalence for unit charge, $b>0$ and $c>0$. `screeningCoefficient_tendsto_one` is the limit, which needs nonzero charge but neither $a<b$ nor $b>0$. `twoSite_witness` shows that the two-site model meets the conditions on the response and has self-interactions $1$ and $2/3$.

For Koopmans-compliant functionals, where such a coefficient scales an orbital's correction, this means that the coefficient depends on the alignment convention, within a finite linear-response model whose $X$ stays fixed while the kernel shifts by a pure constant. A change of cell or of periodic-image correction usually alters the kernel by more than a constant. A response at fixed chemical potential can violate $X\mathbf 1=0$. In a general basis the constant potential need not be the vector of ones, so the indices are best read as grid points or sites.

```lean
import Mathlib

open Matrix Filter Topology

namespace KoopmansPotentialAlignment

noncomputable section

variable {ι : Type*}

/-- The interaction kernel `K` with the potential-alignment constant `c` added to every entry. -/
def aligned (K : Matrix ι ι ℝ) (c : ℝ) : Matrix ι ι ℝ :=
  K + Matrix.of fun _ _ => c

variable [Fintype ι]

/-- The self-interaction `⟨n, A n⟩` of a density `n` under the kernel `A`. -/
def selfInteraction (A : Matrix ι ι ℝ) (n : ι → ℝ) : ℝ :=
  n ⬝ᵥ (A *ᵥ n)

/-- If the response `X` is symmetric and a constant potential induces no density, then
the alignment constant drops out of the product of kernel and response. -/
theorem aligned_mul_response (K : Matrix ι ι ℝ) {X : Matrix ι ι ℝ}
    (hX : X.IsSymm) (h1 : X *ᵥ 1 = 0) (c : ℝ) : aligned K c * X = K * X := by
  -- by symmetry the columns of the response sum to zero, as its rows do
  have col : ∀ j, ∑ i, X i j = 0 := by
    intro j
    have h := congrFun h1 j
    simp only [Matrix.mulVec, dotProduct, Pi.one_apply, mul_one, Pi.zero_apply] at h
    rw [← h]
    exact Finset.sum_congr rfl fun i _ => hX.apply j i
  ext i j
  rw [aligned, Matrix.add_mul, Matrix.add_apply, add_eq_left]
  simp only [Matrix.mul_apply, Matrix.of_apply]
  rw [← Finset.mul_sum, col, mul_zero]

/-- Adding `c` to every entry of a kernel adds `c` times the squared total charge to the
self-interaction of a density. -/
theorem selfInteraction_aligned (A : Matrix ι ι ℝ) (n : ι → ℝ) (c : ℝ) :
    selfInteraction (aligned A c) n = selfInteraction A n + c * (∑ i, n i) ^ 2 := by
  have hconst : (Matrix.of fun _ _ => c : Matrix ι ι ℝ) *ᵥ n = fun _ => c * ∑ i, n i := by
    ext i
    simp [Matrix.mulVec, dotProduct, Finset.mul_sum]
  unfold selfInteraction aligned
  rw [Matrix.add_mulVec, dotProduct_add, hconst]
  simp only [dotProduct, ← Finset.sum_mul]
  ring

variable [DecidableEq ι]

/-- The screened kernel `W = (1 - K X)⁻¹ K`, for `1 - K X` invertible. -/
def screened (K X : Matrix ι ι ℝ) : Matrix ι ι ℝ :=
  (1 - K * X)⁻¹ * K

/-- The screening coefficient `⟨n, W n⟩ / ⟨n, K n⟩` of a density `n`, for `1 - K X` invertible
and `⟨n, K n⟩` nonzero. -/
def screeningCoefficient (K X : Matrix ι ι ℝ) (n : ι → ℝ) : ℝ :=
  selfInteraction (screened K X) n / selfInteraction K n

/-- If `1 - K X` is invertible, the screened kernel solves the Dyson equation
`W = K + K X W`. -/
theorem screened_dyson {K X : Matrix ι ι ℝ} (h : IsUnit (1 - K * X).det) :
    screened K X = K + K * X * screened K X := by
  have hW : (1 - K * X) * screened K X = K := by
    unfold screened
    rw [← Matrix.mul_assoc, Matrix.mul_nonsing_inv _ h, Matrix.one_mul]
  calc screened K X = (1 - K * X) * screened K X + K * X * screened K X := by noncomm_ring
    _ = K + K * X * screened K X := by rw [hW]

/-- For a symmetric response that ignores constant potentials, with `1 - K X` invertible,
adding `c` to every entry of the bare kernel adds `c` to every entry of the screened one. -/
theorem screened_aligned {K X : Matrix ι ι ℝ} (hX : X.IsSymm) (h1 : X *ᵥ 1 = 0)
    (h : IsUnit (1 - K * X).det) (c : ℝ) :
    screened (aligned K c) X = aligned (screened K X) c := by
  have hXJ : X * (Matrix.of fun _ _ => c : Matrix ι ι ℝ) = 0 := by
    ext i j
    have hi := congrFun h1 i
    simp only [Matrix.mulVec, dotProduct, Pi.one_apply, mul_one, Pi.zero_apply] at hi
    simp only [Matrix.mul_apply, Matrix.of_apply, Matrix.zero_apply]
    rw [← Finset.sum_mul, hi, zero_mul]
  -- a constant kernel is not screened
  have hJ : (1 - K * X) * (Matrix.of fun _ _ => c : Matrix ι ι ℝ)
      = Matrix.of fun _ _ => c := by
    rw [Matrix.sub_mul, Matrix.one_mul, Matrix.mul_assoc, hXJ, Matrix.mul_zero, sub_zero]
  have hinv : (1 - K * X)⁻¹ * (Matrix.of fun _ _ => c : Matrix ι ι ℝ)
      = Matrix.of fun _ _ => c := by
    calc (1 - K * X)⁻¹ * (Matrix.of fun _ _ => c : Matrix ι ι ℝ)
        = (1 - K * X)⁻¹ * ((1 - K * X) * Matrix.of fun _ _ => c) := by rw [hJ]
      _ = Matrix.of fun _ _ => c := by
        rw [← Matrix.mul_assoc, Matrix.nonsing_inv_mul _ h, Matrix.one_mul]
  unfold screened
  rw [aligned_mul_response K hX h1 c]
  unfold aligned
  rw [Matrix.mul_add, hinv]

/-- For a symmetric response that ignores constant potentials, with `1 - K X` invertible, adding `c`
to every entry of the bare kernel adds `c` times the squared charge to both the numerator and the
denominator of the screening coefficient. -/
theorem screeningCoefficient_aligned {K X : Matrix ι ι ℝ} (hX : X.IsSymm)
    (h1 : X *ᵥ 1 = 0) (h : IsUnit (1 - K * X).det) (n : ι → ℝ) (c : ℝ) :
    screeningCoefficient (aligned K c) X n =
      (selfInteraction (screened K X) n + c * (∑ i, n i) ^ 2) /
        (selfInteraction K n + c * (∑ i, n i) ^ 2) := by
  unfold screeningCoefficient
  rw [screened_aligned hX h1 h, selfInteraction_aligned, selfInteraction_aligned]

/-- Let the response be symmetric and ignore constant potentials, with `1 - K X` invertible.
For a density of nonzero charge with `⟨n, W n⟩ < ⟨n, K n⟩`, the screening coefficient strictly
increases with the alignment constant wherever the aligned bare self-interaction is positive. -/
theorem screeningCoefficient_strictMonoOn {K X : Matrix ι ι ℝ} (hX : X.IsSymm)
    (h1 : X *ᵥ 1 = 0) (h : IsUnit (1 - K * X).det) {n : ι → ℝ} (hn : ∑ i, n i ≠ 0)
    (hlt : selfInteraction (screened K X) n < selfInteraction K n) :
    StrictMonoOn (fun c => screeningCoefficient (aligned K c) X n)
      {c | 0 < selfInteraction (aligned K c) n} := by
  intro c hc d hd hcd
  simp only [Set.mem_ofPred_eq, selfInteraction_aligned] at hc hd
  have hq : 0 < (∑ i, n i) ^ 2 := lt_of_le_of_ne (sq_nonneg _) (pow_ne_zero 2 hn).symm
  dsimp only
  rw [screeningCoefficient_aligned hX h1 h, screeningCoefficient_aligned hX h1 h,
    div_lt_div_iff₀ hc hd]
  -- the cross-multiplied difference is (bare - screened) * (d - c) * charge²
  nlinarith [mul_pos (mul_pos (sub_pos.2 hlt) (sub_pos.2 hcd)) hq]

/-- Let the response be symmetric and ignore constant potentials, with `1 - K X` invertible. For a
unit-charge density with positive bare self-interaction, and `c > 0`, alignment raises the screening
coefficient exactly when `⟨n, W n⟩ < ⟨n, K n⟩`. -/
theorem unitCharge_lt_aligned_iff {K X : Matrix ι ι ℝ} (hX : X.IsSymm)
    (h1 : X *ᵥ 1 = 0) (h : IsUnit (1 - K * X).det) {n : ι → ℝ} (hn : ∑ i, n i = 1)
    (hb : 0 < selfInteraction K n) {c : ℝ} (hc : 0 < c) :
    screeningCoefficient K X n < screeningCoefficient (aligned K c) X n ↔
      selfInteraction (screened K X) n < selfInteraction K n := by
  rw [screeningCoefficient_aligned hX h1 h, hn]
  unfold screeningCoefficient
  rw [div_lt_div_iff₀ hb (by linarith)]
  constructor
  · intro hlt
    exact lt_of_mul_lt_mul_left (by linarith : c * selfInteraction (screened K X) n
      < c * selfInteraction K n) hc.le
  · intro hlt
    nlinarith [mul_lt_mul_of_pos_left hlt hc]

/-- Let the response be symmetric and ignore constant potentials, with `1 - K X` invertible. For a
density of nonzero charge, the screening coefficient tends to one as the alignment constant grows
without bound. -/
theorem screeningCoefficient_tendsto_one {K X : Matrix ι ι ℝ} (hX : X.IsSymm)
    (h1 : X *ᵥ 1 = 0) (h : IsUnit (1 - K * X).det) {n : ι → ℝ} (hn : ∑ i, n i ≠ 0) :
    Tendsto (fun c => screeningCoefficient (aligned K c) X n) atTop (𝓝 1) := by
  have hq : 0 < (∑ i, n i) ^ 2 := lt_of_le_of_ne (sq_nonneg _) (pow_ne_zero 2 hn).symm
  have hden : Tendsto (fun c : ℝ => selfInteraction K n + c * (∑ i, n i) ^ 2) atTop atTop :=
    tendsto_atTop_add_const_left _ _ (tendsto_id.atTop_mul_const hq)
  have hlim := ((tendsto_const_nhds
    (x := selfInteraction (screened K X) n - selfInteraction K n)).div_atTop hden).const_add
      (1 : ℝ)
  rw [add_zero] at hlim
  refine Tendsto.congr' ?_ hlim
  filter_upwards [hden.eventually_gt_atTop 0] with c hc
  rw [screeningCoefficient_aligned hX h1 h, eq_div_iff hc.ne', add_mul,
    div_mul_cancel₀ _ hc.ne']
  ring

/-- A two-site response that moves charge between the sites. -/
def twoSiteResponse : Matrix (Fin 2) (Fin 2) ℝ :=
  !![-1, 1; 1, -1]

/-- The two-site response `X` is symmetric and ignores constant potentials. With the identity as
bare kernel `K`, the matrix `1 - K X` is invertible, and a unit charge on the first site has bare
self-interaction `1` and screened one `2/3`. -/
theorem twoSite_witness :
    twoSiteResponse.IsSymm ∧ twoSiteResponse *ᵥ 1 = 0 ∧
      IsUnit (1 - 1 * twoSiteResponse).det ∧ ∑ i, (![1, 0] : Fin 2 → ℝ) i = 1 ∧
      selfInteraction 1 (![1, 0] : Fin 2 → ℝ) = 1 ∧
      selfInteraction (screened 1 twoSiteResponse) ![1, 0] = 2 / 3 := by
  have hW : screened 1 twoSiteResponse = !![2 / 3, 1 / 3; 1 / 3, 2 / 3] := by
    unfold screened
    rw [Matrix.mul_one, Matrix.one_mul]
    apply Matrix.inv_eq_right_inv
    ext i j
    fin_cases i <;> fin_cases j <;>
      norm_num [twoSiteResponse, Matrix.mul_apply, Fin.sum_univ_two, Matrix.one_apply]
  refine ⟨?_, ?_, ?_, ?_, ?_, ?_⟩
  · apply Matrix.IsSymm.ext
    intro i j
    fin_cases i <;> fin_cases j <;> simp [twoSiteResponse]
  · ext i
    fin_cases i <;> simp [twoSiteResponse, Matrix.mulVec, dotProduct, Fin.sum_univ_two]
  · rw [isUnit_iff_ne_zero, Matrix.one_mul, Matrix.det_fin_two]
    norm_num [twoSiteResponse, Matrix.one_apply]
  · simp [Fin.sum_univ_two]
  · simp [selfInteraction, dotProduct, Fin.sum_univ_two]
  · rw [hW]
    simp [selfInteraction, Matrix.mulVec, dotProduct, Fin.sum_univ_two]

end

end KoopmansPotentialAlignment
```

```lean
#print axioms KoopmansPotentialAlignment.screened_dyson
#print axioms KoopmansPotentialAlignment.screeningCoefficient_strictMonoOn
#print axioms KoopmansPotentialAlignment.unitCharge_lt_aligned_iff
#print axioms KoopmansPotentialAlignment.screeningCoefficient_tendsto_one
```

```
'KoopmansPotentialAlignment.screened_dyson' depends on axioms: [propext, Classical.choice, Quot.sound]
'KoopmansPotentialAlignment.screeningCoefficient_strictMonoOn' depends on axioms: [propext, Classical.choice, Quot.sound]
'KoopmansPotentialAlignment.unitCharge_lt_aligned_iff' depends on axioms: [propext, Classical.choice, Quot.sound]
'KoopmansPotentialAlignment.screeningCoefficient_tendsto_one' depends on axioms: [propext, Classical.choice, Quot.sound]
```

## From the cancelled response to the limit

`aligned_mul_response` proves $K_cX=KX$. Its inner step `col` uses symmetry to turn the vanishing row sums of $X$ into vanishing column sums, and the constant then factors out of the matrix product. `selfInteraction_aligned` is the $cq^2$ rule: `hconst` computes the constant kernel acting on $n$, and the dot product with $n$ supplies the second factor of charge.

`screened_dyson` confirms that `screened` solves the Dyson equation; the later proofs don't use it. The shift $W_c=W+cJ$ is `screened_aligned`, in the order used above: `hXJ` is $X(cJ)=0$, `hJ` says that $I-KX$ fixes $cJ$, and `hinv` carries this over to the inverse. Rewriting with `aligned_mul_response` then leaves the original inverse acting on $K+cJ$. `screeningCoefficient_aligned` combines the shift with the $cq^2$ rule to give the formula for $\alpha(c)$.

For monotonicity, `div_lt_div_iff₀` cross-multiplies the two fractions, using the positive denominators. What remains is that $(b-a)(d-c)q^2$ is positive, and `nlinarith` receives exactly this product. In the unit-charge equivalence, cross-multiplying reduces the claim to $ca<cb$, and the positive factor $c$ is cancelled in one direction and multiplied in for the other.

The limit uses the form $1+(a-b)/(b+cq^2)$. `hden` shows that the denominator tends to infinity, so the fraction tends to zero. This form agrees with $\alpha(c)$ once the denominator is positive, which holds for all large $c$, and `Tendsto.congr'` needs no more than that.

In `twoSite_witness`, the step `hW` finds $W$ by multiplying $I-X$ by the proposed inverse and checking the four entries. The remaining claims are evaluated directly.
